# For $N$ spins 1/2, $S^2$ is $N(4-N)/4$ plus the sum of all pair exchanges

A state is represented here as a complex function on spin strings: each of $N$ labelled sites carries one spin, up or down, and there are no orbitals and no antisymmetry. The transposition $P_{ij}$ therefore exchanges the spins at sites $i$ and $j$ and introduces no fermionic sign. With $\hbar=1$,

$$S^2=\frac{N(4-N)}{4}+\sum_{i<j}P_{ij}.$$

For a string with $N_\uparrow$ up spins and $N_\downarrow$ down spins, let $M=(N_\uparrow-N_\downarrow)/2$. In the basis of strings, $S^2$ has diagonal entries $M^2+N/2$, entry 1 between strings related by exchanging one up and one down spin, and 0 elsewhere.

## Applying $S^2$ to a determinant expansion

A configuration-interaction code can use these entries to apply $S^2$ or evaluate $\langle S^2\rangle$ for $N$ singly occupied orbitals, provided that both spins share the same orthonormal orbitals and every determinant lists its creation operators in the same orbital order. If all up-spin operators come before the down-spin ones, some off-diagonal entries can change sign.

## From Pauli matrices to matrix entries

For a string $\sigma$, let $s_i=\pm1$ be the sign of the spin at site $i$, and let $\sigma^{(i)}$ be $\sigma$ with that spin reversed. The Pauli matrices over two give

$$(S_i^x\psi)(\sigma)=\tfrac12\psi(\sigma^{(i)}),\quad (S_i^y\psi)(\sigma)=-\tfrac{\mathrm i}{2}s_i\psi(\sigma^{(i)}),\quad (S_i^z\psi)(\sigma)=\tfrac12 s_i\psi(\sigma).$$

On one site, the second flip undoes the first and sees the sign $-s_i$. Each squared component is then $1/4$, so $\mathbf S_i\cdot\mathbf S_i=3/4$.

For $i\ne j$, let $\sigma^{(ij)}$ have both spins reversed. Adding the three products gives

$$(\mathbf S_i\cdot\mathbf S_j\,\psi)(\sigma)=\frac{1-s_is_j}{4}\psi(\sigma^{(ij)})+\frac{s_is_j}{4}\psi(\sigma).$$

For equal spins this is $\psi(\sigma)/4$, and $P_{ij}$ leaves $\sigma$ unchanged. For opposite spins it is $\psi(\sigma^{(ij)})/2-\psi(\sigma)/4$, and reversing both spins is the same as exchanging them. In both cases $\mathbf S_i\cdot\mathbf S_j=P_{ij}/2-1/4$. Hence

$$S^2=\frac{3N}{4}+2\sum_{i<j}\left(\frac{P_{ij}}2-\frac14\right)
=\frac{3N}{4}-\frac{N(N-1)}4+\sum_{i<j}P_{ij},$$

which is the stated identity. With $P_{ii}=1$, it also reads

$$S^2=\frac12\sum_{i,j}P_{ij}+\frac N2-\frac{N^2}{4}.$$

On the diagonal, $P_{ij}$ contributes $(1+s_is_j)/2$. Since $\sum_i s_i=2M$, the double sum is $(N^2+4M^2)/2$, and the entry is $M^2+N/2$.

Off the diagonal, an exchange of opposite spins changes exactly two sites, so the two strings determine the pair. Its two orderings, each weighted by $1/2$, give 1. If no such exchange connects the strings, every term vanishes.

On a state unchanged by every exchange, each $P_{ij}$ acts as 1, so $S^2$ acts as $N(4-N)/4+N(N-1)/2=\frac N2(\frac N2+1)$.

The pair identity also handles a Heisenberg Hamiltonian $\sum_{i<j}J_{ij}\,\mathbf S_i\cdot\mathbf S_j$: its diagonal entries are $\sum_{i<j}J_{ij}s_is_j/4$, and exchanging opposite spins at $i$ and $j$ gives the entry $J_{ij}/2$.

## The Lean file

```lean
import Mathlib

open Complex (I)

namespace ManySpinCoupling

noncomputable section

variable {N : ℕ}

/-- Linear operators on complex functions of strings of `N` spins; `true` is spin up. -/
abbrev Op (N : ℕ) := Module.End ℂ ((Fin N → Bool) → ℂ)

/-- The sign of a spin: `+1` for up and `-1` for down. -/
def sgn (b : Bool) : ℂ := if b then 1 else -1

/-- The string with the spin at site `i` reversed. -/
def flipAt (i : Fin N) (σ : Fin N → Bool) : Fin N → Bool := Function.update σ i (!σ i)

/-- The x component of the spin at site `i`, in units of ħ. -/
def Sx (i : Fin N) : Op N where
  toFun ψ σ := 1 / 2 * ψ (flipAt i σ)
  map_add' _ _ := by funext σ; simp only [Pi.add_apply]; ring
  map_smul' _ _ := by
    funext σ; simp only [Pi.smul_apply, smul_eq_mul, RingHom.id_apply]; ring

/-- The y component of the spin at site `i`, in units of ħ. -/
def Sy (i : Fin N) : Op N where
  toFun ψ σ := -(I / 2) * sgn (σ i) * ψ (flipAt i σ)
  map_add' _ _ := by funext σ; simp only [Pi.add_apply]; ring
  map_smul' _ _ := by
    funext σ; simp only [Pi.smul_apply, smul_eq_mul, RingHom.id_apply]; ring

/-- The z component of the spin at site `i`, in units of ħ. -/
def Sz (i : Fin N) : Op N where
  toFun ψ σ := sgn (σ i) / 2 * ψ σ
  map_add' _ _ := by funext σ; simp only [Pi.add_apply]; ring
  map_smul' _ _ := by
    funext σ; simp only [Pi.smul_apply, smul_eq_mul, RingHom.id_apply]; ring

/-- The transposition `P_ij`, which exchanges the spins at sites `i` and `j`. -/
def exch (i j : Fin N) : Op N where
  toFun ψ σ := ψ (σ ∘ Equiv.swap i j)
  map_add' _ _ := rfl
  map_smul' _ _ := rfl

/-- The square of the total spin, `S² = (∑ Sx)² + (∑ Sy)² + (∑ Sz)²`. -/
def totalSq (N : ℕ) : Op N :=
  (∑ i, Sx i) ^ 2 + (∑ i, Sy i) ^ 2 + (∑ i, Sz i) ^ 2

/-- The spin projection `M` of a string: half the number of up spins minus down spins. -/
def projection (σ : Fin N → Bool) : ℂ := (∑ i, sgn (σ i)) / 2

/-- The matrix element of `A` between the strings `σ` (row) and `τ` (column). -/
def element (A : Op N) (σ τ : Fin N → Bool) : ℂ := A (Pi.single τ 1) σ

/-- Exchanging two equal spins leaves the string unchanged. -/
theorem swap_of_eq (σ : Fin N → Bool) {i j : Fin N} (hs : σ i = σ j) :
    σ ∘ Equiv.swap i j = σ := by
  funext k
  simp only [Function.comp_apply, Equiv.swap_apply_def]
  split_ifs with h1 h2
  · rw [h1, hs]
  · rw [h2, hs]
  · rfl

/-- The squared spin of a single site is `3/4`. -/
theorem site_sq (i : Fin N) :
    Sx i * Sx i + Sy i * Sy i + Sz i * Sz i = (3 / 4 : ℂ) • (1 : Op N) := by
  refine LinearMap.ext fun ψ => funext fun σ => ?_
  have hf : flipAt i (flipAt i σ) = σ := by simp [flipAt]
  have hg : sgn (flipAt i σ i) = -sgn (σ i) := by
    cases h : σ i <;> simp [flipAt, sgn, h]
  have e1 : sgn (σ i) * sgn (σ i) = 1 := by cases σ i <;> simp [sgn]
  change 1 / 2 * (1 / 2 * ψ (flipAt i (flipAt i σ)))
    + -(I / 2) * sgn (σ i) * (-(I / 2) * sgn (flipAt i σ i) * ψ (flipAt i (flipAt i σ)))
    + sgn (σ i) / 2 * (sgn (σ i) / 2 * ψ σ) = 3 / 4 * ψ σ
  rw [hf, hg]
  linear_combination (-(sgn (σ i) * sgn (σ i) * ψ σ / 4)) * Complex.I_mul_I + ψ σ / 2 * e1

/-- Dirac's exchange identity: for two different sites, `S_i · S_j = P_ij / 2 - 1/4`. -/
theorem dirac_exchange {i j : Fin N} (h : i ≠ j) :
    Sx i * Sx j + Sy i * Sy j + Sz i * Sz j
      = (1 / 2 : ℂ) • exch i j - (1 / 4 : ℂ) • (1 : Op N) := by
  refine LinearMap.ext fun ψ => funext fun σ => ?_
  have hj : flipAt i σ j = σ j := Function.update_of_ne h.symm _ _
  change 1 / 2 * (1 / 2 * ψ (flipAt j (flipAt i σ)))
    + -(I / 2) * sgn (σ i) * (-(I / 2) * sgn (flipAt i σ j) * ψ (flipAt j (flipAt i σ)))
    + sgn (σ i) / 2 * (sgn (σ j) / 2 * ψ σ) = 1 / 2 * ψ (σ ∘ Equiv.swap i j) - 1 / 4 * ψ σ
  rw [hj]
  by_cases hs : σ i = σ j
  · -- equal spins: the two flip terms cancel
    have e1 : sgn (σ j) * sgn (σ j) = 1 := by cases σ j <;> simp [sgn]
    rw [swap_of_eq σ hs, hs]
    linear_combination (ψ (flipAt j (flipAt i σ)) / 4) * Complex.I_mul_I
      + (I * I * ψ (flipAt j (flipAt i σ)) / 4 + ψ σ / 4) * e1
  · -- opposite spins: flipping both is the same as exchanging them
    have hn : σ j = !σ i := by revert hs; cases σ i <;> cases σ j <;> simp
    have e3 : sgn (σ i) * sgn (σ j) = -1 := by rw [hn]; cases σ i <;> simp [sgn]
    have hf : flipAt j (flipAt i σ) = σ ∘ Equiv.swap i j := by
      funext k
      by_cases hki : k = i
      · rw [hki]; simp [flipAt, Function.update_apply, h, hn]
      · by_cases hkj : k = j
        · rw [hkj]; simp [flipAt, h.symm, hn]
        · simp [flipAt, Function.update_apply, hki, hkj, Equiv.swap_apply_of_ne_of_ne hki hkj]
    rw [hf]
    linear_combination (I * I * ψ (σ ∘ Equiv.swap i j) / 4 + ψ σ / 4) * e3
      - (ψ (σ ∘ Equiv.swap i j) / 4) * Complex.I_mul_I

/-- `S²` as half the sum of `P_ij` over all ordered pairs, `i = j` included, plus a constant. -/
theorem totalSq_eq_double_sum : totalSq N = (1 / 2 : ℂ) • ∑ i, ∑ j, exch i j
    + ((N : ℂ) / 2 - (N : ℂ) ^ 2 / 4) • (1 : Op N) := by
  have key : ∀ i j : Fin N, Sx i * Sx j + Sy i * Sy j + Sz i * Sz j
      = (1 / 2 : ℂ) • exch i j + ((if i = j then (1 / 2 : ℂ) else 0) - 1 / 4) • (1 : Op N) := by
    intro i j
    by_cases h : i = j
    · subst h
      have hP : exch i i = (1 : Op N) :=
        LinearMap.ext fun ψ => funext fun σ => congrArg ψ (swap_of_eq σ rfl)
      rw [site_sq, hP, if_pos rfl]
      module
    · rw [dirac_exchange h, if_neg h]
      module
  calc totalSq N = ∑ i, ∑ j, (Sx i * Sx j + Sy i * Sy j + Sz i * Sz j) := by
        simp only [totalSq, sq, Finset.sum_mul_sum, Finset.sum_add_distrib]
    _ = _ := by
        have hc : ∑ i : Fin N, ∑ j : Fin N, ((if i = j then (1 / 2 : ℂ) else 0) - 1 / 4)
            = (N : ℂ) / 2 - (N : ℂ) ^ 2 / 4 := by
          simp only [Finset.sum_sub_distrib, Finset.sum_ite_eq, Finset.mem_univ, if_true,
            Finset.sum_const, Finset.card_univ, Fintype.card_fin, nsmul_eq_mul]
          ring
        simp only [key, Finset.sum_add_distrib, ← Finset.smul_sum, ← Finset.sum_smul, hc]

/-- For `N` spins 1/2, `S²` is `N(4 - N)/4` plus the sum of the transpositions over all pairs. -/
theorem totalSq_eq_sum_transpositions : totalSq N =
    ((N : ℂ) * (4 - N) / 4) • (1 : Op N) + ∑ i, ∑ j with i < j, exch i j := by
  have h1 : ∀ i j : Fin N, exch i j = (if i = j then (1 : Op N) else 0)
      + (if i < j then exch i j else 0) + (if j < i then exch j i else 0) := by
    intro i j
    rcases lt_trichotomy i j with h | h | h
    · simp [h, h.ne, lt_asymm h]
    · subst h
      have hP : exch i i = (1 : Op N) :=
        LinearMap.ext fun ψ => funext fun σ => congrArg ψ (swap_of_eq σ rfl)
      simp [hP]
    · have hc : exch i j = exch j i := by simp only [exch, Equiv.swap_comm i j]
      simp [h, h.ne', lt_asymm h, hc]
  have h2 : ∑ i : Fin N, ∑ j : Fin N, (if j < i then exch j i else 0)
      = ∑ i : Fin N, ∑ j : Fin N, (if i < j then exch i j else 0) := Finset.sum_comm
  -- fold the double sum onto the pairs i < j
  have h3 : ∑ i : Fin N, ∑ j : Fin N, exch i j
      = (N : ℂ) • (1 : Op N) + (2 : ℂ) • ∑ i, ∑ j with i < j, exch i j := by
    rw [Finset.sum_congr rfl fun i _ => Finset.sum_congr rfl fun j _ => h1 i j]
    simp only [Finset.sum_add_distrib, h2, Finset.sum_filter, Finset.sum_ite_eq,
      Finset.mem_univ, if_true, Finset.sum_const, Finset.card_univ, Fintype.card_fin]
    rw [← Nat.cast_smul_eq_nsmul ℂ]
    module
  rw [totalSq_eq_double_sum, h3]
  module

/-- The element of `S²` between `σ` and `τ` is half the number of ordered pairs `(i, j)`, `i = j`
included, whose exchange turns `σ` into `τ`, plus `N/2 - N²/4` if `σ = τ`. -/
theorem element_eq_count (σ τ : Fin N → Bool) : element (totalSq N) σ τ =
    1 / 2 * ∑ i, ∑ j, (if σ ∘ Equiv.swap i j = τ then (1 : ℂ) else 0)
      + ((N : ℂ) / 2 - (N : ℂ) ^ 2 / 4) * (if σ = τ then 1 else 0) := by
  simp only [element, totalSq_eq_double_sum, LinearMap.add_apply, LinearMap.smul_apply,
    LinearMap.sum_apply, Pi.add_apply, Pi.smul_apply, Finset.sum_apply, smul_eq_mul,
    Module.End.one_apply, exch, LinearMap.coe_mk, AddHom.coe_mk, Pi.single_apply]

/-- The diagonal element of `S²` at a string with projection `M` is `M² + N/2`. -/
theorem element_diag (σ : Fin N → Bool) :
    element (totalSq N) σ σ = projection σ ^ 2 + (N : ℂ) / 2 := by
  have hp : ∀ i j, (if σ ∘ Equiv.swap i j = σ then (1 : ℂ) else 0)
      = (1 + sgn (σ i) * sgn (σ j)) / 2 := by
    intro i j
    by_cases hs : σ i = σ j
    · have e1 : sgn (σ j) * sgn (σ j) = 1 := by cases σ j <;> simp [sgn]
      rw [if_pos (swap_of_eq σ hs), hs, e1]
      norm_num
    · have e3 : sgn (σ i) * sgn (σ j) = -1 := by
        revert hs; cases σ i <;> cases σ j <;> simp [sgn]
      have hne : ¬ σ ∘ Equiv.swap i j = σ := fun E => hs (by
        have := congrFun E i
        rw [Function.comp_apply, Equiv.swap_apply_left] at this
        exact this.symm)
      rw [if_neg hne, e3]
      norm_num
  have hsum : ∑ i, ∑ j, (1 + sgn (σ i) * sgn (σ j)) / 2
      = ((N : ℂ) ^ 2 + (∑ i, sgn (σ i)) ^ 2) / 2 := by
    rw [sq (∑ i, sgn (σ i)), Finset.sum_mul_sum]
    simp only [← Finset.sum_div, Finset.sum_add_distrib, Finset.sum_const,
      Finset.card_univ, Fintype.card_fin, nsmul_eq_mul]
    ring
  rw [element_eq_count, if_pos rfl]
  simp only [hp, hsum, projection]
  ring

/-- The element of `S²` between strings related by exchanging one up and one down spin is `1`. -/
theorem element_swap (σ : Fin N → Bool) {i j : Fin N} (h : σ i ≠ σ j) :
    element (totalSq N) σ (σ ∘ Equiv.swap i j) = 1 := by
  have hij : i ≠ j := fun e => h (congrArg σ e)
  have hne : σ ≠ σ ∘ Equiv.swap i j := fun E => h (by
    have := congrFun E i
    rwa [Function.comp_apply, Equiv.swap_apply_left] at this)
  -- the exchanged pair of sites is determined by the two strings
  have hiff : ∀ k l, σ ∘ Equiv.swap k l = σ ∘ Equiv.swap i j ↔
      (k = i ∧ l = j) ∨ (k = j ∧ l = i) := by
    intro k l
    constructor
    · intro E
      have hi : i = k ∨ i = l := by
        by_contra hc
        have hc := not_or.mp hc
        have := congrFun E i
        rw [Function.comp_apply, Function.comp_apply,
          Equiv.swap_apply_of_ne_of_ne hc.1 hc.2, Equiv.swap_apply_left] at this
        exact h this
      have hj : j = k ∨ j = l := by
        by_contra hc
        have hc := not_or.mp hc
        have := congrFun E j
        rw [Function.comp_apply, Function.comp_apply,
          Equiv.swap_apply_of_ne_of_ne hc.1 hc.2, Equiv.swap_apply_right] at this
        exact h this.symm
      rcases hi with hi | hi <;> rcases hj with hj | hj
      · exact absurd (hi.trans hj.symm) hij
      · exact Or.inl ⟨hi.symm, hj.symm⟩
      · exact Or.inr ⟨hj.symm, hi.symm⟩
      · exact absurd (hi.trans hj.symm) hij
    · rintro (⟨h1, h2⟩ | ⟨h1, h2⟩)
      · rw [h1, h2]
      · rw [h1, h2, Equiv.swap_comm j i]
  have split : ∀ k l : Fin N, (if (k = i ∧ l = j) ∨ (k = j ∧ l = i) then (1 : ℂ) else 0)
      = (if k = i then 1 else 0) * (if l = j then 1 else 0)
        + (if k = j then 1 else 0) * (if l = i then 1 else 0) := by
    intro k l
    by_cases h1 : k = i
    · simp [h1, hij]
    · by_cases h2 : k = j <;> simp [h1, h2, hij.symm]
  rw [element_eq_count, if_neg hne]
  simp only [hiff, split, Finset.sum_add_distrib, ← Finset.mul_sum, Finset.sum_ite_eq',
    Finset.mem_univ, if_true, mul_one]
  norm_num

/-- The element of `S²` between two different strings is `0` if no exchange of an up and a
down spin turns one into the other. -/
theorem element_zero (σ τ : Fin N → Bool) (hne : σ ≠ τ)
    (h : ∀ i j, σ i ≠ σ j → τ ≠ σ ∘ Equiv.swap i j) : element (totalSq N) σ τ = 0 := by
  have hz : ∀ k l, ¬ σ ∘ Equiv.swap k l = τ := by
    intro k l E
    by_cases hs : σ k = σ l
    · exact hne ((swap_of_eq σ hs).symm.trans E)
    · exact h k l hs E.symm
  rw [element_eq_count, if_neg hne]
  simp only [hz, if_false, Finset.sum_const_zero, mul_zero, add_zero]

/-- On a state unchanged by every exchange of two spins, `S²` acts as `(N/2)(N/2 + 1)`. -/
theorem totalSq_symmetric (ψ : (Fin N → Bool) → ℂ) (hψ : ∀ i j, exch i j ψ = ψ) :
    totalSq N ψ = ((N : ℂ) / 2 * ((N : ℂ) / 2 + 1)) • ψ := by
  rw [totalSq_eq_double_sum]
  simp only [LinearMap.add_apply, LinearMap.smul_apply, LinearMap.sum_apply, hψ,
    Finset.sum_const, Finset.card_univ, Fintype.card_fin, Module.End.one_apply,
    ← Nat.cast_smul_eq_nsmul ℂ]
  module

end

end ManySpinCoupling
```

```lean
#print axioms ManySpinCoupling.totalSq_eq_sum_transpositions
-- 'ManySpinCoupling.totalSq_eq_sum_transpositions' depends on axioms: [propext, Classical.choice, Quot.sound]
#print axioms ManySpinCoupling.element_diag
-- 'ManySpinCoupling.element_diag' depends on axioms: [propext, Classical.choice, Quot.sound]
#print axioms ManySpinCoupling.element_zero
-- 'ManySpinCoupling.element_zero' depends on axioms: [propext, Classical.choice, Quot.sound]
#print axioms ManySpinCoupling.totalSq_symmetric
-- 'ManySpinCoupling.totalSq_symmetric' depends on axioms: [propext, Classical.choice, Quot.sound]
```

## Reading the operators and the proof

A string is a function `Fin N → Bool`, with `true` for up, and `Op N` is the type of linear operators on states. `totalSq` is defined from the three total spin components, not from exchanges. `element A σ τ` applies `A` to the basis state at `τ` and reads the value at `σ`, so `σ` is the row.

`site_sq` and `dirac_exchange` are the one-site and two-site calculations; the latter splits on whether the spins are equal. `totalSq_eq_double_sum` adds them over ordered pairs, and `totalSq_eq_sum_transpositions` folds that sum onto $i<j$. `element_eq_count` turns the operator identity into a count of exchanges, which `element_diag`, `element_swap` and `element_zero` evaluate. In `element_swap`, `hiff` shows that only the two orderings of one pair contribute. `totalSq_symmetric` treats the exchange-symmetric states.

## Orbitals, phases and rounding

The theorems hold for every finite $N$, including zero, and for all complex states, normalised or not. They do not cover the map from determinants to strings, with its phases and doubly occupied orbitals, or different spatial orbitals for the two spins. Nor do they bound floating-point error in an implementation.
